# In a two-state resonance, normalized first-order theory overstates the bright weight of the mainly dark state

Q: Suppose I estimate how much intensity an overtone borrows from a nearby bright fundamental, using the first-order state. If the gap between the uncoupled levels is a tenth of the coupling, that state is about 99% bright even after normalization, so the overtone appears to take nearly all the intensity. Diagonalizing the same two-state problem gives about 47.5%. You say that the sign of this error is a theorem. What exactly is the model?

A: A real two-state Hamiltonian. The dark state has energy $0$, the bright state has energy $D$, and $W$ couples them:

$$H=\begin{pmatrix}0&W\\W&D\end{pmatrix}.$$

Index 0 means dark and index 1 means bright, in Lean and here.

```lean
import Mathlib

open Matrix Filter Topology

namespace BorrowedOvertoneIntensity

noncomputable section

/-- Hamiltonian of a dark state at energy `0` and a bright state at energy `D`,
coupled by `W`. -/
def hamiltonian (W D : ℝ) : Matrix (Fin 2) (Fin 2) ℝ := !![0, W; W, D]
```

Q: An intensity is not a matrix element of $H$. Where does it enter?

A: Through the bright weight. If the dark zero-order state has no transition moment of its own, the squared transition moment of a mixed state is proportional to its share of the bright state. That is an idealisation: with a second nonzero moment there would be an interference term, which this model leaves out. For a vector $v=(v_0,v_1)$ of any nonzero length, the share is $v_1^2/(v_0^2+v_1^2)$. The division does the normalization, so the vectors below need not have unit length.

```lean
/-- Share of the bright state (component `1`) in a nonzero state `v`. -/
def brightWeight (v : Fin 2 → ℝ) : ℝ := v 1 ^ 2 / (v 0 ^ 2 + v 1 ^ 2)
```

Q: And which eigenvector is "the overtone" once the states have mixed?

A: The one whose dark component has the larger square. The definition asks for some energy $E$ with $Hv=Ev$, and for $v_1^2<v_0^2$. The second condition also excludes the zero vector.

```lean
/-- An eigenvector of the Hamiltonian in which the dark component outweighs the bright one. -/
def IsMainlyDark (W D : ℝ) (v : Fin 2 → ℝ) : Prop :=
  (∃ E : ℝ, hamiltonian W D *ᵥ v = E • v) ∧ v 1 ^ 2 < v 0 ^ 2
```

Q: The first-order state could still be rigged. Did you just write down a convenient vector?

A: The vector is $(1,-W/D)$, and its coefficient follows from the perturbation equation.

```lean
/-- The dark state with its first-order admixture of the bright state, for `D ≠ 0`. -/
def firstOrderState (W D : ℝ) : Fin 2 → ℝ := ![1, -W / D]
```

Take $H_0=\mathrm{diag}(0,D)$ and let $V$ be the coupling. The dark state has zeroth-order energy $0$, and its first-order energy is $V_{00}=0$. With a correction $(0,c)$, the first-order equation is

$$H_0\begin{pmatrix}0\\c\end{pmatrix}+V\begin{pmatrix}1\\0\end{pmatrix}=0.$$

The dark row reads $0=0$ and the bright row reads $Dc+W=0$, so $c=-W/D$ is the only solution when $D\neq0$. In Lean, `hamiltonian 0 D` is $H_0$ and `hamiltonian W 0` is $V$. The proof reads off the bright row in one direction and checks both rows in the other.

```lean
/-- For `D ≠ 0`, the first-order perturbation equation for the dark state, whose energy is
zero through first order, holds exactly when the bright admixture is `-W / D`. -/
theorem first_order_equation {W D : ℝ} (hD : D ≠ 0) (c : ℝ) :
    hamiltonian 0 D *ᵥ ![0, c] + hamiltonian W 0 *ᵥ ![1, 0] = 0 ↔ c = -W / D := by
  rw [eq_div_iff hD]
  constructor
  · intro h
    have h1 : c * D + W = 0 := by
      simpa [hamiltonian, Matrix.mulVec, dotProduct, Fin.sum_univ_two] using congrFun h 1
    linarith
  · intro h
    have h1 : c * D + W = 0 := by linarith
    ext i
    fin_cases i
    · simp [hamiltonian]
    · simpa [hamiltonian, Matrix.mulVec, dotProduct, Fin.sum_univ_two] using h1
```

The normalized weight of this state is

$$\frac{W^2/D^2}{1+W^2/D^2}=\frac{W^2}{D^2+W^2},$$

and the next proof does the same reduction to a common denominator.

```lean
/-- For `D ≠ 0`, the normalized first-order bright weight is `W² / (D² + W²)`. -/
theorem brightWeight_firstOrder {W D : ℝ} (hD : D ≠ 0) :
    brightWeight (firstOrderState W D) = W ^ 2 / (D ^ 2 + W ^ 2) := by
  change (-W / D) ^ 2 / (1 ^ 2 + (-W / D) ^ 2) = _
  have e : (1 : ℝ) ^ 2 + (-W / D) ^ 2 = (D ^ 2 + W ^ 2) / D ^ 2 := by field_simp
  rw [e, div_pow, neg_sq, div_div_div_cancel_right₀ (pow_ne_zero 2 hD)]
```

Q: Does a mainly dark eigenvector always exist? Otherwise your theorem could be about nothing.

A: For $D>0$ there is an explicit one. Put $S=\sqrt{D^2+4W^2}$ and take $v=(D+S,-2W)$ with $E=(D-S)/2$. The dark row requires $-2W^2=(D^2-S^2)/2$, which is the definition of $S$. The bright row requires $W(D+S)-2WD=W(S-D)$, which is an identity. The dark component is larger because $(D+S)^2=2D^2+2DS+4W^2>4W^2$. Lean replaces the root by a variable `S`, keeping only its square and its sign, and checks these three points.

For $D=3$ and $W=2$ we have $S=5$, and the normalized vector is $(2,-1)/\sqrt5$. Its bright weight is $1/5$, against a first-order value of $4/13\approx0.31$.

```lean
/-- For `D > 0`, the vector `(D + √(D² + 4W²), -2W)` is a mainly dark eigenvector. -/
theorem isMainlyDark_witness {W D : ℝ} (hD : 0 < D) :
    IsMainlyDark W D ![D + √(D ^ 2 + 4 * W ^ 2), -2 * W] := by
  have hS : √(D ^ 2 + 4 * W ^ 2) ^ 2 = D ^ 2 + 4 * W ^ 2 := Real.sq_sqrt (by positivity)
  have hS0 : 0 ≤ √(D ^ 2 + 4 * W ^ 2) := Real.sqrt_nonneg _
  generalize √(D ^ 2 + 4 * W ^ 2) = S at *
  refine ⟨⟨(D - S) / 2, ?_⟩, ?_⟩
  · ext i
    fin_cases i
    · simp [hamiltonian, Matrix.mulVec, dotProduct, Fin.sum_univ_two]
      linear_combination hS / 2
    · simp [hamiltonian, Matrix.mulVec, dotProduct, Fin.sum_univ_two]
      ring
  · change (-2 * W) ^ 2 < (D + S) ^ 2
    nlinarith [mul_nonneg hD.le hS0, pow_pos hD 2]
```

Q: One example is not an inequality. How do you get it for every such eigenvector?

A: First remove the energy. The eigenvalue equations are

$$Wv_1=Ev_0,\qquad Wv_0+Dv_1=Ev_1.$$

Multiply the second by $v_0$, the first by $v_1$, and subtract. The right-hand sides cancel, leaving

$$Dv_0v_1=-W(v_0^2-v_1^2).$$

The `linear_combination` line is that subtraction, with `h0` and `h1` as the two equations.

```lean
/-- Eliminating the energy from the two eigenvalue equations relates the two amplitudes. -/
theorem amplitude_relation {W D : ℝ} {v : Fin 2 → ℝ} (hv : IsMainlyDark W D v) :
    D * (v 0 * v 1) = -W * (v 0 ^ 2 - v 1 ^ 2) := by
  obtain ⟨⟨E, hE⟩, -⟩ := hv
  have h0 : W * v 1 = E * v 0 := by
    simpa [hamiltonian, Matrix.mulVec, dotProduct, Fin.sum_univ_two] using congrFun hE 0
  have h1 : W * v 0 + D * v 1 = E * v 1 := by
    simpa [hamiltonian, Matrix.mulVec, dotProduct, Fin.sum_univ_two] using congrFun hE 1
  linear_combination v 0 * h1 - v 1 * h0
```

Next, the bright component cannot vanish when $W\neq0$. If $v_1=0$, the relation gives $Wv_0^2=0$, while the dominance condition gives $v_0^2>0$. This contradiction is the content of the following lemma.

```lean
/-- A nonzero coupling gives every mainly dark eigenvector a nonzero bright component. -/
theorem bright_component_pos {W D : ℝ} (hW : W ≠ 0) {v : Fin 2 → ℝ}
    (hv : IsMainlyDark W D v) : 0 < v 1 ^ 2 := by
  have key := amplitude_relation hv
  have hlt := hv.2
  have hb : v 1 ≠ 0 := by
    intro h0
    rw [h0] at key hlt
    have h : W * (v 0 ^ 2 - 0 ^ 2) = 0 := by linear_combination key
    exact mul_ne_zero hW (sub_pos.2 hlt).ne' h
  positivity
```

Now square the relation. Since $0<v_1^2<v_0^2$, the difference $v_0^2-v_1^2$ lies strictly between $0$ and $v_0^2$, so

$$D^2v_0^2v_1^2=W^2(v_0^2-v_1^2)^2<W^2v_0^4.$$

Divide by $v_0^2$ to get $D^2v_1^2<W^2v_0^2$, and add $W^2v_1^2$ to both sides:

$$(D^2+W^2)v_1^2<W^2(v_0^2+v_1^2).$$

Dividing by the two positive sums gives

$$\frac{v_1^2}{v_0^2+v_1^2}<\frac{W^2}{D^2+W^2}.$$

In the proof, `h1` bounds the squared difference, `h2` is the squared relation, and `h3` is the result of cancelling $v_0^2$. The last lines clear the denominators.

```lean
/-- For `D > 0` and `W ≠ 0`, normalized first-order perturbation theory strictly overestimates
the bright weight of a mainly dark eigenvector. -/
theorem first_order_overestimates {W D : ℝ} (hD : 0 < D) (hW : W ≠ 0) {v : Fin 2 → ℝ}
    (hv : IsMainlyDark W D v) :
    brightWeight v < brightWeight (firstOrderState W D) := by
  have key := amplitude_relation hv
  have hy := bright_component_pos hW hv
  have hxy := hv.2
  have hx := hy.trans hxy
  have hw : 0 < W ^ 2 := by positivity
  -- the squared amplitude relation bounds the ratio of the components
  have h1 : (v 0 ^ 2 - v 1 ^ 2) ^ 2 < (v 0 ^ 2) ^ 2 := by
    nlinarith [mul_pos hy hx, mul_pos hy (sub_pos.2 hxy)]
  have h2 : v 0 ^ 2 * (D ^ 2 * v 1 ^ 2) < v 0 ^ 2 * (W ^ 2 * v 0 ^ 2) := by
    calc v 0 ^ 2 * (D ^ 2 * v 1 ^ 2) = (D * (v 0 * v 1)) ^ 2 := by ring
      _ = W ^ 2 * (v 0 ^ 2 - v 1 ^ 2) ^ 2 := by rw [key]; ring
      _ < W ^ 2 * (v 0 ^ 2) ^ 2 := mul_lt_mul_of_pos_left h1 hw
      _ = v 0 ^ 2 * (W ^ 2 * v 0 ^ 2) := by ring
  have h3 := lt_of_mul_lt_mul_left h2 hx.le
  rw [brightWeight_firstOrder hD.ne', brightWeight, div_lt_iff₀ (by linarith),
    div_mul_eq_mul_div, lt_div_iff₀ (by positivity)]
  linarith
```

Q: What if I drop the condition that the dark component is larger?

A: Then the claim fails. With $D=3$ and $W=2$, the vector $(1,2)$ is also an eigenvector, with energy $4$. Its bright weight is $4/5$, well above $4/13$. The inequality therefore does not hold for arbitrary eigenvectors.

Q: My bright state might lie below the overtone, and you assume $D>0$.

A: The theorem is stated with the bright state on top. For the opposite order, reverse the sign of the whole matrix: the eigenvectors stay the same, the gap becomes positive, and $W$ becomes $-W$, which leaves the first-order weight unchanged.

Q: You know the sign of the error. Can you give its size?

A: Yes, because the exact weight has a closed form. Write $x=v_0^2$ and $y=v_1^2$. The squared relation is $D^2xy=W^2(x-y)^2$, so

$$D^2(x+y)^2=D^2(x-y)^2+4D^2xy=(x-y)^2(D^2+4W^2).$$

Both $D(x+y)$ and $(x-y)S$ are nonnegative, so taking roots gives $D(x+y)=(x-y)S$. Hence

$$\frac{y}{x+y}=\frac12\left(1-\frac{x-y}{x+y}\right)=\frac12\left(1-\frac{D}{\sqrt{D^2+4W^2}}\right).$$

The lemma `sq_eq_sq₀` takes the roots, and `h'` is the resulting ratio. This formula also allows $W=0$, where it gives weight $0$.

```lean
/-- For `D > 0`, the exact bright weight of a mainly dark eigenvector in closed form. -/
theorem brightWeight_exact {W D : ℝ} (hD : 0 < D) {v : Fin 2 → ℝ}
    (hv : IsMainlyDark W D v) :
    brightWeight v = (1 - D / √(D ^ 2 + 4 * W ^ 2)) / 2 := by
  have key := amplitude_relation hv
  have hxy := hv.2
  have hs : 0 < v 0 ^ 2 + v 1 ^ 2 := by linarith [sq_nonneg (v 1)]
  have hS : √(D ^ 2 + 4 * W ^ 2) ^ 2 = D ^ 2 + 4 * W ^ 2 := Real.sq_sqrt (by positivity)
  have hS0 : 0 < √(D ^ 2 + 4 * W ^ 2) := Real.sqrt_pos.2 (by positivity)
  generalize √(D ^ 2 + 4 * W ^ 2) = S at *
  have h : D * (v 0 ^ 2 + v 1 ^ 2) = (v 0 ^ 2 - v 1 ^ 2) * S := by
    refine (sq_eq_sq₀ (by positivity) (mul_nonneg (sub_pos.2 hxy).le hS0.le)).1 ?_
    linear_combination 4 * (D * (v 0 * v 1) - W * (v 0 ^ 2 - v 1 ^ 2)) * key -
      (v 0 ^ 2 - v 1 ^ 2) ^ 2 * hS
  have h' : D / S = (v 0 ^ 2 - v 1 ^ 2) / (v 0 ^ 2 + v 1 ^ 2) :=
    (div_eq_div_iff hS0.ne' hs.ne').2 h
  rw [h', brightWeight, div_eq_iff hs.ne']
  have h4 := div_mul_cancel₀ (v 0 ^ 2 - v 1 ^ 2) hs.ne'
  linear_combination h4 / 2
```

Q: At exact resonance the two states are equally mixed. There is then no mainly dark state, so what does your limit mean?

A: It is a one-sided limit at fixed $W\neq0$. The notation `𝓝[>] 0` means that $D$ approaches $0$ through positive values, so $D=0$ itself is never used. For each positive $D$ you may choose any mainly dark eigenvector `v D`; its sign and length may jump as $D$ changes, because the weight does not depend on them.

As $D\to0^+$, the root $S$ tends to $2|W|$, so $D/S\to0$ and the exact weight tends to $1/2$. The first-order weight tends to $W^2/W^2=1$. Lean proves that both closed expressions are continuous at $D=0$, restricts to positive $D$, and there replaces each expression by the weight it equals.

```lean
/-- At fixed `W ≠ 0`, as `D` tends to `0` from above, the bright weight of the mainly dark
eigenvectors tends to `1/2`, and its normalized first-order value to `1`. -/
theorem resonance_limits {W : ℝ} (hW : W ≠ 0) {v : ℝ → Fin 2 → ℝ}
    (hv : ∀ D, 0 < D → IsMainlyDark W D (v D)) :
    Tendsto (fun D => brightWeight (v D)) (𝓝[>] 0) (𝓝 (1 / 2)) ∧
    Tendsto (fun D => brightWeight (firstOrderState W D)) (𝓝[>] 0) (𝓝 1) := by
  constructor
  · have h : √((0 : ℝ) ^ 2 + 4 * W ^ 2) ≠ 0 := (Real.sqrt_pos.2 (by positivity)).ne'
    have c : ContinuousAt (fun D : ℝ => (1 - D / √(D ^ 2 + 4 * W ^ 2)) / 2) 0 := by
      fun_prop (disch := exact h)
    have t := c.tendsto.mono_left (nhdsWithin_le_nhds (s := Set.Ioi 0))
    rw [zero_div, sub_zero] at t
    refine t.congr' ?_
    filter_upwards [self_mem_nhdsWithin] with D hD
    exact (brightWeight_exact hD (hv D hD)).symm
  · have h : (0 : ℝ) ^ 2 + W ^ 2 ≠ 0 := by positivity
    have c : ContinuousAt (fun D : ℝ => W ^ 2 / (D ^ 2 + W ^ 2)) 0 := by
      fun_prop (disch := exact h)
    have t := c.tendsto.mono_left (nhdsWithin_le_nhds (s := Set.Ioi 0))
    have e : W ^ 2 / ((0 : ℝ) ^ 2 + W ^ 2) = 1 := by
      rw [div_eq_one_iff_eq h]; ring
    rw [e] at t
    refine t.congr' ?_
    filter_upwards [self_mem_nhdsWithin] with D hD
    exact (brightWeight_firstOrder (ne_of_gt hD)).symm
```

Q: So first-order theory is wrong by a factor of two at worst?

A: No. Two is the limiting ratio at resonance, but the ratio can be larger. For $D=1$ and $W=2$ the first-order weight is $0.8$ and the exact one about $0.379$, a ratio of about $2.11$. The first-order value is more than twice the exact one precisely when $2D^2<W^2$.

To see this, keep $x$ and $y$. After clearing denominators, "more than twice" means that

$$A=W^2(x+y)-2y(D^2+W^2)=W^2(x-y)-2D^2y$$

is positive. Multiply by $x$ and use the squared relation:

$$xA=W^2(x-y)\bigl[x-2(x-y)\bigr]=W^2(x-y)(2y-x).$$

Treat $B=W^2-2D^2$ in the same way:

$$xyB=W^2\bigl[xy-2(x-y)^2\bigr]=W^2(2x-y)(2y-x).$$

Since $x>y>0$, every factor other than $A$, $B$ and $2y-x$ is positive. So $A$ and $B$ are each positive exactly when $2y>x$, that is, when the exact bright weight exceeds $1/3$. In the proof, `transfer` passes positivity across such an equation, and `hA` and `hB` are its two uses.

```lean
/-- For `D > 0` and `W ≠ 0`, the normalized first-order bright weight is more than twice the
exact one precisely when `2D² < W²`. -/
theorem more_than_twice_iff {W D : ℝ} (hD : 0 < D) (hW : W ≠ 0) {v : Fin 2 → ℝ}
    (hv : IsMainlyDark W D v) :
    2 * brightWeight v < brightWeight (firstOrderState W D) ↔ 2 * D ^ 2 < W ^ 2 := by
  have key := amplitude_relation hv
  have hy := bright_component_pos hW hv
  have hxy := hv.2
  have hx := hy.trans hxy
  have hw : 0 < W ^ 2 := by positivity
  have sq : D ^ 2 * (v 0 ^ 2 * v 1 ^ 2) = W ^ 2 * (v 0 ^ 2 - v 1 ^ 2) ^ 2 := by
    linear_combination (D * (v 0 * v 1) - W * (v 0 ^ 2 - v 1 ^ 2)) * key
  rw [brightWeight_firstOrder hD.ne', brightWeight, ← mul_div_assoc,
    div_lt_iff₀ (by linarith), div_mul_eq_mul_div, lt_div_iff₀ (by positivity)]
  generalize v 0 ^ 2 = x at *
  generalize v 1 ^ 2 = y at *
  have transfer : ∀ {s t p q : ℝ}, 0 < s → 0 < t → s * p = t * q → (0 < p ↔ 0 < q) := by
    intro s t p q hs ht e
    calc 0 < p ↔ 0 < s * p := (mul_pos_iff_of_pos_left hs).symm
      _ ↔ 0 < t * q := by rw [e]
      _ ↔ 0 < q := mul_pos_iff_of_pos_left ht
  -- both inequalities have the sign of `2y - x`
  have hA : 0 < W ^ 2 * (x + y) - 2 * y * (D ^ 2 + W ^ 2) ↔ 0 < 2 * y - x :=
    transfer hx (mul_pos hw (sub_pos.2 hxy)) (by linear_combination -2 * sq)
  have hB : 0 < W ^ 2 - 2 * D ^ 2 ↔ 0 < 2 * y - x :=
    transfer (mul_pos hx hy) (mul_pos hw (show 0 < 2 * x - y by linarith))
      (by linear_combination -2 * sq)
  rw [← sub_pos, hA, ← hB, sub_pos]

end

end BorrowedOvertoneIntensity
```

```lean
#print axioms BorrowedOvertoneIntensity.brightWeight_firstOrder
#print axioms BorrowedOvertoneIntensity.first_order_overestimates
#print axioms BorrowedOvertoneIntensity.resonance_limits
#print axioms BorrowedOvertoneIntensity.more_than_twice_iff
```

```
'BorrowedOvertoneIntensity.brightWeight_firstOrder' depends on axioms: [propext, Classical.choice, Quot.sound]
'BorrowedOvertoneIntensity.first_order_overestimates' depends on axioms: [propext, Classical.choice, Quot.sound]
'BorrowedOvertoneIntensity.resonance_limits' depends on axioms: [propext, Classical.choice, Quot.sound]
'BorrowedOvertoneIntensity.more_than_twice_iff' depends on axioms: [propext, Classical.choice, Quot.sound]
```

Q: What may I take from this for a real spectrum?

A: For an isolated pair of coupled vibrational states with one bright zero-order state, a first-order estimate of the borrowed share errs on the high side, and near resonance the $2\times2$ block should be diagonalized. Here $D$ is the gap before coupling, not the observed separation of the two levels, which is $\sqrt{D^2+4W^2}$; with the observed separation in its place, the first-order estimate can come out too low. The model takes $D$ and $W$ as given numbers: it does not derive them from an anharmonic force field, and it leaves out further coupled states. The comparison is with first-order theory only; higher-order perturbative estimates are not assessed here.
